# The f-sum rule for site-diagonal observables on a finite lattice

After diagonalising a lattice Hamiltonian, one can test the squared transition matrix elements of an observable such as the dipole by weighting each with its excitation energy, adding them up, and comparing the total with a sum over bonds in the initial state. If the initial state is the ground state and only some of the levels were computed, the shortfall is the weight carried by the missing ones.

The comparison rests on an identity. Let $T$ be a Hermitian hopping matrix, $v$ a real site potential, and $\psi_k$ an orthonormal eigenbasis of $H=T+\mathrm{diag}(v)$ with energies $E_k$. For a real observable $A=\mathrm{diag}(a)$ and any initial level $g$,

$$\sum_k (E_k-E_g)\,|\langle\psi_k,A\psi_g\rangle|^2=-\tfrac12\sum_{ij}T_{ij}(a_i-a_j)^2\,\overline{\psi_{g,i}}\,\psi_{g,j}.$$

Here $\langle\chi,\eta\rangle=\sum_i\overline{\chi_i}\,\eta_i$, written `star χ ⬝ᵥ η` in Lean. In time-dependent lattice DFT the identity covers the bare transitions from one Kohn–Sham orbital to all the others, occupied ones included, in a fixed local potential; the response corrected by an interaction kernel is not treated here.

## Hamiltonian, observable and bond sum

The type `n` labels the sites, and a state is a function `n → ℂ`. The labels may also be many-body configurations; an interaction diagonal in them can be included in $v$, and any off-diagonal part belongs in $T$.

```lean
import Mathlib

open Matrix

namespace LatticeFSumRule

noncomputable section

variable {n : Type*}
```

The Hamiltonian has elements $H_{ij}=T_{ij}+v_i\delta_{ij}$.

```lean
/-- The lattice Hamiltonian `T + diag v`: hopping `T` plus a real on-site potential `v`. -/
def hamiltonian [DecidableEq n] (T : Matrix n n ℂ) (v : n → ℝ) : Matrix n n ℂ :=
  T + Matrix.diagonal (fun i => (v i : ℂ))
```

The observable multiplies each amplitude by a real number, $(A\varphi)_i=a_i\varphi_i$. For the dipole of one particle along an axis, $a_i$ is the coordinate of site $i$, with the charge left out.

```lean
/-- The state `A φ`, where `A = diag a` is a real observable diagonal in the sites. -/
def applyDiag (a : n → ℝ) (φ : n → ℂ) : n → ℂ := fun i => (a i : ℂ) * φ i
```

Since $a_i$ is real, $\overline{(A\varphi)_i}=a_i\overline{\varphi_i}$.

```lean
/-- Complex conjugation of the amplitudes of `A φ` leaves the real factor `a` unchanged. -/
theorem star_applyDiag (a : n → ℝ) (φ : n → ℂ) (i : n) :
    star (applyDiag a φ i) = (a i : ℂ) * star (φ i) := by
  simp [applyDiag]
```

A real diagonal matrix is Hermitian, so $H^\dagger=T^\dagger+\mathrm{diag}(v)=H$.

```lean
/-- With Hermitian hopping and a real potential, the lattice Hamiltonian is Hermitian. -/
theorem hamiltonian_isHermitian [DecidableEq n] {T : Matrix n n ℂ} (hT : T.IsHermitian)
    (v : n → ℝ) : (hamiltonian T v).IsHermitian := by
  have hv : star (fun i => (v i : ℂ)) = fun i => (v i : ℂ) := by
    funext i
    simp
  unfold Matrix.IsHermitian hamiltonian
  rw [Matrix.conjTranspose_add, hT.eq, Matrix.diagonal_conjTranspose, hv]
```

The right-hand side of the rule, for a general state $\varphi$, is

$$B(\varphi)=-\tfrac12\sum_{ij}T_{ij}(a_i-a_j)^2\,\overline{\varphi_i}\,\varphi_j.$$

The sum runs over ordered pairs, so each bond is counted in both directions. `bondSum` has type `ℂ`, but for Hermitian $T$ its value is real for every $\varphi$, because exchanging $i$ and $j$ conjugates each term.

```lean
variable [Fintype n]

/-- The bond sum `-(1/2) ∑ T_ij (a_i - a_j)² conj(φ_i) φ_j` of the state `φ`. -/
def bondSum (T : Matrix n n ℂ) (a : n → ℝ) (φ : n → ℂ) : ℂ :=
  -(1 / 2) * ∑ i, ∑ j, T i j * ((a i : ℂ) - a j) ^ 2 * (star (φ i) * φ j)
```

## Eigenvectors acting from the left

If $H\varphi=e\varphi$ with $e$ real, taking the adjoint gives $\varphi^\dagger H=\varphi^\dagger H^\dagger=(H\varphi)^\dagger=e\,\varphi^\dagger$.

```lean
/-- An eigenvector of a Hermitian matrix with real eigenvalue `e` is, after conjugation,
a left eigenvector with the same eigenvalue. -/
theorem left_eigen {H : Matrix n n ℂ} (hH : H.IsHermitian) {φ : n → ℂ} {e : ℝ}
    (hφ : H *ᵥ φ = (e : ℂ) • φ) : star φ ᵥ* H = (e : ℂ) • star φ := by
  have h := Matrix.star_mulVec H φ
  rw [hH.eq, hφ] at h
  rw [← h, star_smul]
  simp
```

An overlap times its reverse is a squared modulus: $\langle\chi,\varphi\rangle\langle\varphi,\chi\rangle=|\langle\varphi,\chi\rangle|^2$.

```lean
/-- The overlap of two vectors times the reversed overlap is the squared modulus of the overlap. -/
theorem overlap_mul (φ χ : n → ℂ) :
    (star χ ⬝ᵥ φ) * (star φ ⬝ᵥ χ) = ((‖star φ ⬝ᵥ χ‖ ^ 2 : ℝ) : ℂ) := by
  have h : star χ ⬝ᵥ φ = star (star φ ⬝ᵥ χ) := by
    simp [dotProduct, mul_comm]
  rw [h, ← Complex.normSq_eq_norm_sq, Complex.star_def, mul_comm, Complex.mul_conj]
```

## Completeness from orthonormality

The eigenbasis is specified by $\langle\psi_k,\psi_l\rangle=\delta_{kl}$ and $H\psi_k=E_k\psi_k$. In `ψ k i`, the first index is the level and the second the site. Both range over `n`, so there are as many levels as sites. The energies need not be ordered or distinct.

```lean
variable [DecidableEq n]

/-- The states `ψ k` are orthonormal eigenvectors of `H` with real energies `E k`,
as many as there are sites. -/
structure IsEigenbasis (H : Matrix n n ℂ) (E : n → ℝ) (ψ : n → n → ℂ) : Prop where
  orthonormal : ∀ k l, star (ψ k) ⬝ᵥ ψ l = if k = l then 1 else 0
  eigen : ∀ k, H *ᵥ ψ k = (E k : ℂ) • ψ k
```

Completeness is derived. Put $U_{ki}=\psi_{k,i}$ and $W_{ki}=\overline{\psi_{k,i}}$. Orthonormality says $WU^{\mathsf T}=1$. For square matrices this implies $U^{\mathsf T}W=1$, that is, $\sum_k\psi_{k,i}\overline{\psi_{k,j}}=\delta_{ij}$. Hence

$$\sum_k\langle\chi,\psi_k\rangle\langle\psi_k,\eta\rangle=\langle\chi,\eta\rangle.$$

In the proof, `mul_eq_one_comm` reverses the order of the product.

```lean
variable {H T : Matrix n n ℂ} {E v : n → ℝ} {ψ : n → n → ℂ}

/-- Completeness: inserting all states of an orthonormal eigenbasis between `χ` and `η`
gives back their overlap. -/
theorem IsEigenbasis.parseval (h : IsEigenbasis H E ψ) (χ η : n → ℂ) :
    ∑ k, (star χ ⬝ᵥ ψ k) * (star (ψ k) ⬝ᵥ η) = star χ ⬝ᵥ η := by
  let U : Matrix n n ℂ := Matrix.of ψ
  let W : Matrix n n ℂ := Matrix.of (fun k => star (ψ k))
  have h1 : W * Uᵀ = 1 := Matrix.ext fun k l => by
    rw [Matrix.one_apply]
    exact h.orthonormal k l
  -- a one-sided inverse of a square matrix is two-sided
  have h2 : Uᵀ * W = 1 := mul_eq_one_comm.mp h1
  calc ∑ k, (star χ ⬝ᵥ ψ k) * (star (ψ k) ⬝ᵥ η)
      = (star χ ᵥ* Uᵀ) ⬝ᵥ (W *ᵥ η) := rfl
    _ = star χ ⬝ᵥ η := by
      rw [← Matrix.dotProduct_mulVec, Matrix.mulVec_mulVec, h2, Matrix.one_mulVec]
```

## The spectral sum as an expectation value

The left eigenvalue equation gives $E_k\langle\psi_k,\chi\rangle=\langle\psi_k,H\chi\rangle$. Therefore, for any state $\chi$ and real $e$,

$$\sum_k(E_k-e)|\langle\psi_k,\chi\rangle|^2=\sum_k\langle\chi,\psi_k\rangle\bigl(\langle\psi_k,H\chi\rangle-e\langle\psi_k,\chi\rangle\bigr)=\langle\chi,H\chi\rangle-e\langle\chi,\chi\rangle.$$

The proof starts from the right, inserts the basis with `parseval` in both terms, and compares the sums level by level.

```lean
/-- For Hermitian `H` with an orthonormal eigenbasis, the squared overlaps `|⟨ψ k, χ⟩|²`, weighted
with the energies measured from `e`, add up to `⟨χ, (H - e) χ⟩`. -/
theorem energy_weighted_sum (hH : H.IsHermitian) (h : IsEigenbasis H E ψ) (χ : n → ℂ) (e : ℝ) :
    ((∑ k, (E k - e) * ‖star (ψ k) ⬝ᵥ χ‖ ^ 2 : ℝ) : ℂ)
      = star χ ⬝ᵥ (H *ᵥ χ) - e * (star χ ⬝ᵥ χ) := by
  rw [← h.parseval χ (H *ᵥ χ), ← h.parseval χ χ, Finset.mul_sum, ← Finset.sum_sub_distrib,
    Complex.ofReal_sum]
  refine Finset.sum_congr rfl fun k _ => ?_
  rw [Matrix.dotProduct_mulVec (star (ψ k)), left_eigen hH (h.eigen k), smul_dotProduct,
    smul_eq_mul, Complex.ofReal_mul, ← overlap_mul]
  push_cast
  ring
```

## Expanding the square over bonds

Let $H\varphi=e\varphi$ and $S=\langle A\varphi,A\varphi\rangle=\sum_i a_i^2|\varphi_i|^2$. The factor $(a_i-a_j)^2$ vanishes at $i=j$, so $T_{ij}$ can be replaced by $H_{ij}$ in the bond sum: the potential drops out. Expanding the square leaves three sums:

$$\begin{aligned}
\sum_{ij}\overline{\varphi_i}\,a_i^2H_{ij}\varphi_j&=eS,\\
\sum_{ij}\overline{\varphi_i}H_{ij}a_j^2\varphi_j&=eS,\\
-2\sum_{ij}\overline{\varphi_i}\,a_iH_{ij}a_j\varphi_j&=-2\langle A\varphi,HA\varphi\rangle.
\end{aligned}$$

The first uses the right eigenvalue equation, the second the left one. Multiplying the total by $-\tfrac12$ gives

$$B(\varphi)=\langle A\varphi,HA\varphi\rangle-e\langle A\varphi,A\varphi\rangle.$$

In the proof, `r1` and `r2` are the two pure squares, `r3` and `r4` write out the inner products, and `r5` is the expansion, with the diagonal treated separately. The state need not be normalised.

```lean
/-- If `φ` is an eigenstate of `T + diag v` with energy `e` and `T` is Hermitian, then
`⟨Aφ, (T + diag v - e) Aφ⟩` is the bond sum of `φ`. -/
theorem bond_identity (hT : T.IsHermitian) (a : n → ℝ) {φ : n → ℂ} {e : ℝ}
    (hφ : hamiltonian T v *ᵥ φ = (e : ℂ) • φ) :
    star (applyDiag a φ) ⬝ᵥ (hamiltonian T v *ᵥ applyDiag a φ)
      - e * (star (applyDiag a φ) ⬝ᵥ applyDiag a φ) = bondSum T a φ := by
  have hr : ∀ i, ∑ j, hamiltonian T v i j * φ j = e * φ i := fun i => congrFun hφ i
  have hl : ∀ j, ∑ i, star (φ i) * hamiltonian T v i j = e * star (φ j) :=
    fun j => congrFun (left_eigen (hamiltonian_isHermitian hT v) hφ) j
  -- the two pure squares, by the right and the left eigenvalue equation
  have r1 : ∑ i, ∑ j, star (φ i) * (a i : ℂ) ^ 2 * (hamiltonian T v i j * φ j)
      = e * ∑ i, (a i : ℂ) ^ 2 * (star (φ i) * φ i) := by
    rw [Finset.mul_sum]
    refine Finset.sum_congr rfl fun i _ => ?_
    rw [← Finset.mul_sum, hr]
    ring
  have r2 : ∑ i, ∑ j, star (φ i) * hamiltonian T v i j * ((a j : ℂ) ^ 2 * φ j)
      = e * ∑ i, (a i : ℂ) ^ 2 * (star (φ i) * φ i) := by
    rw [Finset.sum_comm, Finset.mul_sum]
    refine Finset.sum_congr rfl fun j _ => ?_
    rw [← Finset.sum_mul, hl]
    ring
  have r3 : star (applyDiag a φ) ⬝ᵥ (hamiltonian T v *ᵥ applyDiag a φ)
      = ∑ i, ∑ j, star (φ i) * a i * (hamiltonian T v i j * (a j * φ j)) := by
    simp only [dotProduct, Matrix.mulVec, Finset.mul_sum, Pi.star_apply, star_applyDiag]
    refine Finset.sum_congr rfl fun i _ => Finset.sum_congr rfl fun j _ => ?_
    simp only [applyDiag]
    ring
  have r4 : star (applyDiag a φ) ⬝ᵥ applyDiag a φ
      = ∑ i, (a i : ℂ) ^ 2 * (star (φ i) * φ i) := by
    simp only [dotProduct, Pi.star_apply, star_applyDiag]
    refine Finset.sum_congr rfl fun i _ => ?_
    simp only [applyDiag]
    ring
  -- the potential sits on the diagonal, where `a i - a j` vanishes
  have r5 : ∑ i, ∑ j, T i j * ((a i : ℂ) - a j) ^ 2 * (star (φ i) * φ j)
      = ∑ i, ∑ j, star (φ i) * (a i : ℂ) ^ 2 * (hamiltonian T v i j * φ j)
        + ∑ i, ∑ j, star (φ i) * hamiltonian T v i j * ((a j : ℂ) ^ 2 * φ j)
        - 2 * ∑ i, ∑ j, star (φ i) * a i * (hamiltonian T v i j * (a j * φ j)) := by
    simp only [Finset.mul_sum, ← Finset.sum_add_distrib, ← Finset.sum_sub_distrib]
    refine Finset.sum_congr rfl fun i _ => Finset.sum_congr rfl fun j _ => ?_
    by_cases hij : i = j
    · subst hij
      ring
    · have hij' : hamiltonian T v i j = T i j := by simp [hamiltonian, hij]
      rw [hij']
      ring
  unfold bondSum
  rw [r3, r4, r5, r1, r2]
  ring
```

## The sum rule and its numerical check

Setting $\chi=A\psi_g$ and $e=E_g$ in the spectral identity, and $\varphi=\psi_g$ in the bond identity, makes the two expressions equal. This is the sum rule.

In `f_sum_rule` the left side is a real sum cast to `ℂ`, so the equation also says that the bond sum has no imaginary part, even when the hoppings carry complex phases. The level `g` need not be the lowest; from an excited level, some terms can be negative. The familiar continuum rule for the dipole has a right-hand side fixed by particle number and mass, whereas this one depends on the state through its bonds. The theorem covers finite lattices and site-diagonal observables; a non-local potential would have to be counted as part of $T$ and contributes where it connects sites with different $a_i$.

```lean
/-- **Lattice f-sum rule.** For Hermitian hopping `T`, real `v` and `a`, and an orthonormal
eigenbasis of `T + diag v`, the energy-weighted squared matrix elements of `A = diag a` out of the
level `g` add up to the bond sum of `ψ g`. -/
theorem f_sum_rule (hT : T.IsHermitian) (h : IsEigenbasis (hamiltonian T v) E ψ)
    (a : n → ℝ) (g : n) :
    ((∑ k, (E k - E g) * ‖star (ψ k) ⬝ᵥ applyDiag a (ψ g)‖ ^ 2 : ℝ) : ℂ)
      = -(1 / 2) * ∑ i, ∑ j, T i j * ((a i : ℂ) - a j) ^ 2 * (star (ψ g i) * ψ g j) :=
  (energy_weighted_sum (hamiltonian_isHermitian hT v) h _ _).trans
    (bond_identity hT a (h.eigen g))
```

With NumPy arrays `T`, `v`, `a` and a level index `g`, the check reads:

```python
E, U = np.linalg.eigh(T + np.diag(v))
psi = U[:, g]
m = U.conj().T @ (a * psi)
spectral = np.sum((E - E[g]) * np.abs(m)**2)
bonds = -0.5 * np.sum(T * (a[:, None] - a[None, :])**
                      2 * np.outer(psi.conj(), psi))
```

The two numbers should agree to rounding error. NumPy stores the eigenvectors as columns, so `U[i, k]` corresponds to `ψ k i`.

## Hops of equal length

Take $a=x$, the site positions along one axis, and suppose that $(x_i-x_j)^2=d^2$ whenever $T_{ij}\neq0$. The squared distance then comes out of the sum:

$$\sum_k(E_k-E_g)|\langle\psi_k,x\psi_g\rangle|^2=-\frac{d^2}{2}\langle\psi_g,T\psi_g\rangle.$$

This fits an evenly spaced nearest-neighbour chain with open ends. It fails on a square lattice with $x$ along a lattice axis, where the perpendicular hops have $x_i=x_j$; there `f_sum_rule` still applies, and only the hops along $x$ contribute. For $d\neq0$ the hypothesis also forces the diagonal of $T$ to vanish, so site energies belong in $v$. The proof compares terms, separating zero from nonzero elements of $T$.

```lean
/-- Let `T` be Hermitian and `ψ` an orthonormal eigenbasis of `T + diag v`. If every nonzero element
of `T` connects sites whose positions `x` differ by `|d|`, the energy-weighted squared matrix
elements of `diag x` out of the level `g` add up to `-d²/2` times `⟨ψ g, T ψ g⟩`. -/
theorem dipole_sum_rule (hT : T.IsHermitian) (h : IsEigenbasis (hamiltonian T v) E ψ)
    (x : n → ℝ) (d : ℝ) (hd : ∀ i j, T i j ≠ 0 → (x i - x j) ^ 2 = d ^ 2) (g : n) :
    ((∑ k, (E k - E g) * ‖star (ψ k) ⬝ᵥ applyDiag x (ψ g)‖ ^ 2 : ℝ) : ℂ)
      = -((d : ℂ) ^ 2 / 2) * (star (ψ g) ⬝ᵥ (T *ᵥ ψ g)) := by
  have hs : ∑ i, ∑ j, T i j * ((x i : ℂ) - x j) ^ 2 * (star (ψ g i) * ψ g j)
      = (d : ℂ) ^ 2 * (star (ψ g) ⬝ᵥ (T *ᵥ ψ g)) := by
    simp only [dotProduct, Matrix.mulVec, Finset.mul_sum, Pi.star_apply]
    refine Finset.sum_congr rfl fun i _ => Finset.sum_congr rfl fun j _ => ?_
    by_cases hij : T i j = 0
    · simp [hij]
    · have hx : ((x i : ℂ) - x j) ^ 2 = (d : ℂ) ^ 2 := by exact_mod_cast hd i j hij
      rw [hx]
      ring
  rw [f_sum_rule hT h x g, hs]
  ring
```

## An upper bound on the gap

Write $p_k=|\langle\psi_k,A\psi_g\rangle|^2$. Completeness gives $\sum_kp_k=\sum_ia_i^2|\psi_{g,i}|^2$, and the term with $k=g$ is $p_g=\bigl(\sum_ia_i|\psi_{g,i}|^2\bigr)^2$. Their difference is the variance of $a$ in $\psi_g$. If $E_k-E_g\ge\Delta$ for every $k\ne g$, then

$$\Delta\,\mathrm{Var}_g(a)=\sum_{k\ne g}\Delta\,p_k\le\sum_{k\ne g}(E_k-E_g)p_k=B(\psi_g).$$

When the variance is positive, dividing by it bounds the gap above a ground state using only $T$, $a$ and that state. For a one-particle matrix this gap is the spacing between the two lowest orbitals, which is not in general the gap between filled and empty ones. In the proof, `hp` and `hm` evaluate the total and the elastic term, `hf` brings in the sum rule, and `hsplit` removes level `g` before the termwise comparison.

```lean
/-- Let `T` be Hermitian and `ψ` an orthonormal eigenbasis of `T + diag v` with energies `E`. If all
levels other than `g` lie at least `Δ` above `E g`, then `Δ` times the variance of `a` in the state
`ψ g` is at most the real part of its bond sum. -/
theorem gap_bound (hT : T.IsHermitian) (h : IsEigenbasis (hamiltonian T v) E ψ)
    (a : n → ℝ) (g : n) (Δ : ℝ) (hΔ : ∀ k, k ≠ g → Δ ≤ E k - E g) :
    Δ * (∑ i, a i ^ 2 * ‖ψ g i‖ ^ 2 - (∑ i, a i * ‖ψ g i‖ ^ 2) ^ 2)
      ≤ (bondSum T a (ψ g)).re := by
  have s : ∀ i, star (ψ g i) * ψ g i = ((‖ψ g i‖ ^ 2 : ℝ) : ℂ) := fun i => by
    rw [← Complex.normSq_eq_norm_sq, Complex.star_def, mul_comm, Complex.mul_conj]
  -- the squared matrix elements add up to the mean of `a²`
  have hp : ∑ k, ‖star (ψ k) ⬝ᵥ applyDiag a (ψ g)‖ ^ 2 = ∑ i, a i ^ 2 * ‖ψ g i‖ ^ 2 := by
    apply Complex.ofReal_injective
    have hc := h.parseval (applyDiag a (ψ g)) (applyDiag a (ψ g))
    simp only [overlap_mul] at hc
    rw [Complex.ofReal_sum, hc, Complex.ofReal_sum]
    simp only [dotProduct, Pi.star_apply, star_applyDiag]
    refine Finset.sum_congr rfl fun i _ => ?_
    rw [Complex.ofReal_mul, ← s]
    simp only [applyDiag, Complex.ofReal_pow]
    ring
  -- the diagonal matrix element is the mean of `a`; its square is the elastic term
  have hm : star (ψ g) ⬝ᵥ applyDiag a (ψ g) = ((∑ i, a i * ‖ψ g i‖ ^ 2 : ℝ) : ℂ) := by
    rw [Complex.ofReal_sum]
    simp only [dotProduct, Pi.star_apply]
    refine Finset.sum_congr rfl fun i _ => ?_
    rw [Complex.ofReal_mul, ← s]
    simp only [applyDiag]
    ring
  have hg : ‖star (ψ g) ⬝ᵥ applyDiag a (ψ g)‖ ^ 2 = (∑ i, a i * ‖ψ g i‖ ^ 2) ^ 2 := by
    rw [hm, Complex.norm_real, Real.norm_eq_abs, sq_abs]
  have hf : (bondSum T a (ψ g)).re
      = ∑ k, (E k - E g) * ‖star (ψ k) ⬝ᵥ applyDiag a (ψ g)‖ ^ 2 := by
    unfold bondSum
    rw [← f_sum_rule hT h a g, Complex.ofReal_re]
  rw [hf, ← hp, ← hg]
  generalize hq : (fun k => ‖star (ψ k) ⬝ᵥ applyDiag a (ψ g)‖ ^ 2) = p
  have hpk : ∀ k, ‖star (ψ k) ⬝ᵥ applyDiag a (ψ g)‖ ^ 2 = p k := fun k => congrFun hq k
  have hp0 : ∀ k, 0 ≤ p k := fun k => by
    rw [← hpk]
    positivity
  simp only [hpk]
  have hsplit : Δ * (∑ k, p k - p g) = ∑ k, Δ * (p k - if k = g then p k else 0) := by
    rw [← Finset.mul_sum, Finset.sum_sub_distrib]
    simp only [Finset.sum_ite_eq', Finset.mem_univ, if_true]
  rw [hsplit]
  refine Finset.sum_le_sum fun k _ => ?_
  by_cases hk : k = g
  · simp [hk]
  · rw [if_neg hk, sub_zero]
    exact mul_le_mul_of_nonneg_right (hΔ k hk) (hp0 k)
```

## An asymmetric dimer

Take two sites with

$$H=\begin{pmatrix}16&-12\\-12&9\end{pmatrix},\qquad \psi_0=\tfrac15(3,4),\qquad \psi_1=\tfrac15(4,-3),$$

and energies $0$ and $25$. The theorem below confirms that this dimer satisfies the hypotheses, by direct evaluation of the entries.

For positions $0$ and $1$, the dipole matrix element is $\langle\psi_1,x\psi_0\rangle=-\tfrac{12}{25}$, so the spectral side is $25\cdot\tfrac{144}{625}=\tfrac{144}{25}$. The bond side is $-\tfrac12\cdot2\cdot(-12)\cdot\tfrac{12}{25}=\tfrac{144}{25}$.

```lean
/-- An asymmetric dimer with hopping `-12` and site potentials `16` and `9` has the orthonormal
eigenbasis `(3/5, 4/5)`, `(4/5, -3/5)` with energies `0` and `25`. -/
theorem f_sum_rule_witness :
    (!![0, -12; -12, 0] : Matrix (Fin 2) (Fin 2) ℂ).IsHermitian ∧
    IsEigenbasis (hamiltonian !![0, -12; -12, 0] ![16, 9]) ![0, 25]
      ![![3 / 5, 4 / 5], ![4 / 5, -3 / 5]] := by
  -- the amplitudes are real, so conjugation does nothing
  have hr : ∀ k i, (![![3 / 5, 4 / 5], ![4 / 5, -3 / 5]] : Fin 2 → Fin 2 → ℂ) k i
      = (((![![3 / 5, 4 / 5], ![4 / 5, -3 / 5]] : Fin 2 → Fin 2 → ℝ) k i : ℝ) : ℂ) := by
    intro k i
    fin_cases k <;> fin_cases i <;> simp
  have hs : ∀ k, star ((![![3 / 5, 4 / 5], ![4 / 5, -3 / 5]] : Fin 2 → Fin 2 → ℂ) k)
      = (![![3 / 5, 4 / 5], ![4 / 5, -3 / 5]] : Fin 2 → Fin 2 → ℂ) k := by
    intro k
    funext i
    rw [Pi.star_apply, hr]
    exact Complex.conj_ofReal _
  refine ⟨Matrix.IsHermitian.ext fun i j => ?_, ⟨fun k l => ?_, fun k => ?_⟩⟩
  · fin_cases i <;> fin_cases j <;> simp
  · rw [hs]
    fin_cases k <;> fin_cases l <;> simp [dotProduct, Fin.sum_univ_two] <;> norm_num
  · funext i
    fin_cases k <;> fin_cases i <;>
      simp [hamiltonian, Matrix.mulVec, dotProduct, Fin.sum_univ_two] <;> norm_num

end

end LatticeFSumRule
```

```lean
#print axioms LatticeFSumRule.f_sum_rule
#print axioms LatticeFSumRule.dipole_sum_rule
#print axioms LatticeFSumRule.gap_bound
```

```
'LatticeFSumRule.f_sum_rule' depends on axioms: [propext, Classical.choice, Quot.sound]
'LatticeFSumRule.dipole_sum_rule' depends on axioms: [propext, Classical.choice, Quot.sound]
'LatticeFSumRule.gap_bound' depends on axioms: [propext, Classical.choice, Quot.sound]
```
